# When the similarity-transformed Hamiltonian of a two-level coupled-cluster model is Hermitian

Take two orthonormal states, a reference state of energy 0 and an excited state of energy 3, coupled by a matrix element 2, in arbitrary units. The eigenvalues of this Hamiltonian are $-1$ and $4$. Coupled-cluster theory replaces the Hamiltonian $H$ by $\bar H = e^{-T} H e^{T}$, where $T$ is the excitation operator, and with the amplitude $-1/2$ this gives

$$\bar H = \begin{pmatrix} -1 & 2 \\ 0 & 4 \end{pmatrix}.$$

A program that takes $\bar H$ to be symmetric, because $H$ was, may pass it to an eigensolver that reads only the upper triangle. The solver then sees an off-diagonal element 2 on both sides and returns about $-1.70$ and $4.70$. If it reads only the lower triangle, it finds the right eigenvalues but returns the unit vectors as eigenvectors, whereas the right eigenvector for the eigenvalue 4 is proportional to $(2, 5)$. For two levels and one amplitude, the cases in which $\bar H$ is Hermitian can be listed completely.

## Two conditions on the amplitude

Label the reference state 0 and the excited state 1. Let $a$ and $d$ be their real energies, $b$ the complex coupling between them, and $t$ the complex amplitude of the excitation:

$$H = \begin{pmatrix} a & b \\ b^* & d \end{pmatrix}, \qquad T = \begin{pmatrix} 0 & 0 \\ t & 0 \end{pmatrix}.$$

Here $t$ is a cluster amplitude, neither a time nor a hopping energy. The claim is that

$$\bar H = \begin{pmatrix} a + bt & b \\ b^* + (d-a)t - bt^2 & d - bt \end{pmatrix},$$

and that this matrix is Hermitian if and only if $t = 0$ or $bt = d - a$.

**The closed form.** The operator $T$ moves state 0 to state 1 and annihilates state 1, so $T^2 = 0$. The exponential series stops after its linear term, and $e^{\pm T} = 1 \pm T$. Multiplying from the right first,

$$H e^{T} = \begin{pmatrix} a & b \\ b^* & d \end{pmatrix}\begin{pmatrix} 1 & 0 \\ t & 1 \end{pmatrix} = \begin{pmatrix} a + bt & b \\ b^* + dt & d \end{pmatrix}.$$

Multiplying by $e^{-T}$ from the left subtracts $t$ times the upper row from the lower row. The lower row becomes $b^* + dt - t(a + bt)$ and $d - bt$, as claimed.

**The condition.** If $\bar H$ is Hermitian, its lower-left entry is the conjugate of its upper-right entry, so

$$b^* + (d-a)t - bt^2 = b^* \quad\Longleftrightarrow\quad t\,\bigl(bt - (d-a)\bigr) = 0.$$

Hence $t = 0$ or $bt = d - a$. Conversely, either condition makes the off-diagonal entries conjugate to each other. It also makes $bt$ real, since $bt$ is then 0 or $d - a$, and so the diagonal is real.

The first condition leaves $H$ untouched. Under the second, the diagonal entries become $a + bt = d$ and $d - bt = a$, so the transform exchanges the two energies. When $b$ and $t$ are real, Hermitian means symmetric, and the same two conditions apply.

**How rare these amplitudes are.** If $b \neq 0$, only $t = 0$ and $t = (d-a)/b$ qualify. If $b = 0$ and $a \neq d$, only $t = 0$ does. The remaining case, $b = 0$ and $a = d$, makes $H$ a multiple of the identity, which every similarity transform leaves unchanged.

**At a coupled-cluster solution.** The amplitude equation demands that the lower-left entry of $\bar H$ vanish. Physically, $\bar H$ then no longer excites the reference state, which becomes an eigenvector of $\bar H$ with energy $a + bt$. If $\bar H$ is also Hermitian, its upper-right entry $b$ must vanish too. Conversely, if $b = 0$, the amplitude equation reduces to $(d-a)t = 0$. Then either $t = 0$ or $d = a$, and in the second case $bt = d - a$ holds as $0 = 0$.

**A criterion in any finite dimension.** Write $E = e^{T}$ for an arbitrary square matrix $T$ and let $H$ be Hermitian. Then $\bar H = E^{-1} H E$ and $\bar H^\dagger = E^\dagger H (E^\dagger)^{-1}$. Setting the two equal and multiplying by $E$ from the left and by $E^\dagger$ from the right gives

$$H\,E E^\dagger = E E^\dagger H.$$

Both factors are invertible, so the step can be reversed: $\bar H$ is Hermitian exactly when $H$ commutes with $E E^\dagger$.

## The transform and the two-level matrices in Lean

All matrices have complex entries.

```lean
import Mathlib

open Matrix ComplexConjugate
open NormedSpace (exp)

namespace CoupledClusterNonHermitian

noncomputable section
```

The transform is defined with the full matrix exponential, for matrices indexed by any finite type `n`. That the series stops for the two-level excitation is therefore something to be proved.

```lean
/-- The similarity-transformed Hamiltonian `exp(-T) H exp(T)` of coupled-cluster theory. -/
def similarityTransform {n : Type*} [Fintype n] [DecidableEq n]
    (H T : Matrix n n ℂ) : Matrix n n ℂ :=
  exp (-T) * H * exp T
```

The types of `a` and `d` are real and `conj b` stands in the lower-left corner, so the Hamiltonian is Hermitian by construction. The index type `Fin 2` has the elements 0 and 1, matching the labels of the two states.

```lean
/-- The two-level Hamiltonian with real diagonal energies `a`, `d` and complex coupling `b`. -/
def hamiltonian (a d : ℝ) (b : ℂ) : Matrix (Fin 2) (Fin 2) ℂ :=
  !![(a : ℂ), b; conj b, (d : ℂ)]
```

The amplitude sits in row 1, column 0, which is the matrix element leading from state 0 to state 1.

```lean
/-- The excitation operator that takes the reference state 0 to the excited state 1 with
amplitude `t`. -/
def excitation (t : ℂ) : Matrix (Fin 2) (Fin 2) ℂ :=
  !![0, 0; t, 0]
```

These definitions describe a real system once its electronic problem has been reduced to two coupled states. That reduction is an input to the model. Of the theorems below, only the commutation criterion covers more states and several amplitudes.

## Hermiticity as a commutation condition

The first theorem assumes that `H` is Hermitian and nothing about `T`. The symbol `ᴴ` is the conjugate transpose, written $\dagger$ above.

The proof first establishes that `exp (-T)` and `exp T` are inverse to each other, then the same for their adjoints. After that the four matrices are renamed: `E` is $e^{T}$, `F` its inverse, `G` its adjoint and `K` the inverse of the adjoint. In each direction `linear_combination` multiplies the hypothesis from both sides, as in the derivation, and uses the inverse relations to cancel the surplus factors. The tactic `noncomm_ring` checks the remaining identity without changing the order of products.

```lean
/-- In any finite dimension, the similarity transform of a Hermitian `H` is Hermitian if and
only if `H` commutes with `exp(T) exp(T)†`. -/
theorem isHermitian_iff_commutes {n : Type*} [Fintype n] [DecidableEq n]
    (H T : Matrix n n ℂ) (hH : H.IsHermitian) :
    (similarityTransform H T).IsHermitian ↔
      H * (exp T * (exp T)ᴴ) = exp T * (exp T)ᴴ * H := by
  -- exp(-T) is the two-sided inverse of exp(T), and likewise for the adjoints
  have hFE : exp (-T) * exp T = 1 := by
    rw [← Matrix.exp_add_of_commute _ _ (Commute.refl T).neg_left, neg_add_cancel,
      NormedSpace.exp_zero]
  have hEF : exp T * exp (-T) = 1 := mul_eq_one_comm.mp hFE
  have hKG : (exp (-T))ᴴ * (exp T)ᴴ = 1 := by
    rw [← Matrix.conjTranspose_mul, hEF, Matrix.conjTranspose_one]
  have hGK : (exp T)ᴴ * (exp (-T))ᴴ = 1 := mul_eq_one_comm.mp hKG
  have hadj : (similarityTransform H T)ᴴ = (exp T)ᴴ * H * (exp (-T))ᴴ := by
    rw [similarityTransform, Matrix.conjTranspose_mul, Matrix.conjTranspose_mul, hH.eq,
      mul_assoc]
  unfold Matrix.IsHermitian
  rw [hadj, similarityTransform]
  generalize (exp T)ᴴ = G at *
  generalize (exp (-T))ᴴ = K at *
  generalize exp (-T) = F at *
  generalize exp T = E at *
  constructor
  · intro h
    -- multiply by exp(T) on the left and by its adjoint on the right
    linear_combination (norm := noncomm_ring)
      -(E * h * G) - hEF * (H * E * G) + (E * G * H) * hKG
  · intro h
    linear_combination (norm := noncomm_ring)
      -(F * h * K) - hFE * (G * H * K) + (F * H * E) * hGK
```

The two-level theorems do not use this criterion; they work from the explicit matrix.

## The closed form of the transformed matrix

The next lemma evaluates the exponential. `hsq` is the statement $T^2 = 0$, checked entry by entry. The exponential is then written as an infinite sum, and `tsum_eq_sum` restricts it to the terms of order 0 and 1, because every higher power contains $T^2$.

```lean
/-- The exponential of the excitation operator is `1 + T`, written out as a matrix. -/
theorem exp_excitation (t : ℂ) : exp (excitation t) = !![1, 0; t, 1] := by
  have hsq : excitation t ^ 2 = 0 := by
    rw [pow_two]
    ext i j
    fin_cases i <;> fin_cases j <;> simp [excitation, Matrix.mul_apply, Fin.sum_univ_succ]
  -- the exponential series stops after the linear term
  have hexp : exp (excitation t) = 1 + excitation t := by
    rw [NormedSpace.exp_eq_tsum ℂ]
    beta_reduce
    rw [tsum_eq_sum (s := Finset.range 2)]
    · simp [Finset.sum_range_succ]
    · intro k hk
      have hk2 : 2 ≤ k := by
        rw [Finset.mem_range] at hk
        omega
      rw [pow_eq_zero_of_le hk2 hsq, smul_zero]
  rw [hexp]
  ext i j
  fin_cases i <;> fin_cases j <;> simp [excitation]
```

The closed form follows by multiplication. The lemma is needed for both signs of the exponent, so `hneg` first records that $-T$ is the excitation operator with amplitude $-t$. Each of the four entries is then expanded by `simp`, and `ring` settles those that `simp` leaves open.

```lean
/-- The closed form of the similarity-transformed two-level Hamiltonian. -/
theorem transformed_hamiltonian (a d : ℝ) (b t : ℂ) :
    similarityTransform (hamiltonian a d b) (excitation t) =
      !![a + b * t, b; conj b + (d - a) * t - b * t ^ 2, d - b * t] := by
  have hneg : -excitation t = excitation (-t) := by
    ext i j
    fin_cases i <;> fin_cases j <;> simp [excitation]
  rw [similarityTransform, hneg, exp_excitation, exp_excitation]
  ext i j
  fin_cases i <;> fin_cases j <;>
    simp [hamiltonian, Matrix.mul_apply, Fin.sum_univ_succ] <;> ring
```

## Exactly two ways to stay Hermitian

The main theorem says that, for real energies and complex $b$ and $t$, the transformed matrix is Hermitian if and only if $t = 0$ or $bt = d - a$. The second condition is an equation between complex numbers, so it also forces $bt$ to be real.

In the forward direction, `h10` compares the off-diagonal entries and `hprod` is the factorised equation $t(bt - (d-a)) = 0$. In the reverse direction, `hreal` shows that $bt$ is real and `hoff` that the extra terms in the lower-left entry cancel. The four entries are then checked one at a time.

```lean
/-- The similarity-transformed two-level Hamiltonian is Hermitian if and only if the amplitude
vanishes or satisfies `b t = d - a`. -/
theorem transformed_isHermitian_iff (a d : ℝ) (b t : ℂ) :
    (similarityTransform (hamiltonian a d b) (excitation t)).IsHermitian ↔
      t = 0 ∨ b * t = d - a := by
  rw [transformed_hamiltonian]
  constructor
  · intro h
    -- compare the two off-diagonal entries
    have h10 : conj b = conj b + (d - a) * t - b * t ^ 2 := h.apply 1 0
    have hprod : t * (b * t - (d - a)) = 0 := by linear_combination h10
    exact (mul_eq_zero.mp hprod).imp id sub_eq_zero.mp
  · intro h
    -- either condition makes b t real and the off-diagonal entries conjugate
    have hreal : conj (b * t) = b * t := by
      rcases h with h | h
      · simp [h]
      · rw [h]; simp
    have hoff : ((d : ℂ) - a) * t - b * t ^ 2 = 0 := by
      rcases h with h | h
      · simp [h]
      · linear_combination (-t) * h
    have hlow : conj b + ((d : ℂ) - a) * t - b * t ^ 2 = conj b := by
      linear_combination hoff
    rw [hlow]
    apply Matrix.IsHermitian.ext
    intro i j
    fin_cases i <;> fin_cases j
    · change conj ((a : ℂ) + b * t) = a + b * t
      rw [map_add, hreal, Complex.conj_ofReal]
    · change conj (conj b) = b
      exact Complex.conj_conj b
    · change conj b = conj b
      rfl
    · change conj ((d : ℂ) - b * t) = d - b * t
      rw [map_sub, hreal, Complex.conj_ofReal]
```

For real parameters the corresponding statement uses `IsSymm`, which means equality with the plain transpose. The entries are still complex numbers in type, although their values are real; `exact_mod_cast` moves the equations between the two number systems. The diagonal needs no attention here, because transposition leaves it in place.

```lean
/-- For real energies, coupling and amplitude, the transformed Hamiltonian is a symmetric matrix
if and only if `t = 0` or `b t = d - a`. -/
theorem transformed_isSymm_iff_real (a b d t : ℝ) :
    (similarityTransform (hamiltonian a d b) (excitation t)).IsSymm ↔
      t = 0 ∨ b * t = d - a := by
  rw [transformed_hamiltonian, Complex.conj_ofReal]
  constructor
  · intro h
    have h10 : (b : ℂ) = b + (d - a) * t - b * t ^ 2 := h.apply 1 0
    have h10r : b = b + (d - a) * t - b * t ^ 2 := by exact_mod_cast h10
    have hprod : t * (b * t - (d - a)) = 0 := by linear_combination h10r
    exact (mul_eq_zero.mp hprod).imp id sub_eq_zero.mp
  · intro h
    have hr : b + (d - a) * t - b * t ^ 2 = b := by
      rcases h with h | h
      · simp [h]
      · linear_combination (-t) * h
    have hc : (b : ℂ) + (d - a) * t - b * t ^ 2 = b := by exact_mod_cast hr
    rw [hc]
    apply Matrix.IsSymm.ext
    intro i j
    fin_cases i <;> fin_cases j <;> rfl
```

## Almost every amplitude breaks Hermiticity

The hypothesis `b ≠ 0 ∨ a ≠ d` says that the levels are coupled or differ in energy, which excludes exactly the multiples of the identity. Under it, the set of complex amplitudes that give a Hermitian transform is finite. This is the precise sense in which $\bar H$ is generically non-Hermitian in the two-level model.

The proof places that set inside $\{0, (d-a)/b\}$. For $b \neq 0$ the second condition is solved for $t$. For $b = 0$ it would force $a = d$, contrary to the hypothesis.

```lean
/-- If the levels are coupled or have different energies, then only finitely many amplitudes
give a Hermitian transformed Hamiltonian. -/
theorem finite_hermitian_amplitudes (a d : ℝ) (b : ℂ) (h : b ≠ 0 ∨ a ≠ d) :
    {t : ℂ | (similarityTransform (hamiltonian a d b) (excitation t)).IsHermitian}.Finite := by
  apply (Set.toFinite ({0, ((d : ℂ) - a) / b} : Set ℂ)).subset
  intro t ht
  rcases (transformed_isHermitian_iff a d b t).mp ht with h0 | h1
  · exact Or.inl h0
  · by_cases hb : b = 0
    · -- without coupling the second condition would force equal energies
      rw [hb, zero_mul] at h1
      have hda : (d : ℂ) = a := sub_eq_zero.mp h1.symm
      have had : a = d := by exact_mod_cast hda.symm
      exact absurd had (h.resolve_left (fun hne => hne hb))
    · right
      change t = ((d : ℂ) - a) / b
      rw [eq_div_iff hb, mul_comm]
      exact h1
```

## Hermiticity at a solution of the amplitude equation

An exceptional amplitude might still happen to be the one that a calculation converges to. The last theorem settles this for the two-level model. Its hypothesis `hcc` is the amplitude equation: the entry in row 1, column 0 of the transformed matrix is zero. The existence of such an amplitude is assumed. The conclusion is that the transform is Hermitian there if and only if $b = 0$.

In the forward direction, Hermiticity equates $b^*$ with an entry that `hcc` sets to zero. In the reverse direction, $b = 0$ turns the amplitude equation into $t(d-a) = 0$, and each factor supplies one of the two conditions of the main theorem.

```lean
/-- At a solution of the coupled-cluster amplitude equation, where the matrix element from the
reference to the excited state vanishes, the transformed Hamiltonian is Hermitian if and only if
the coupling `b` is zero. -/
theorem isHermitian_at_solution_iff (a d : ℝ) (b t : ℂ)
    (hcc : similarityTransform (hamiltonian a d b) (excitation t) 1 0 = 0) :
    (similarityTransform (hamiltonian a d b) (excitation t)).IsHermitian ↔ b = 0 := by
  rw [transformed_hamiltonian] at hcc
  have hamp : conj b + (d - a) * t - b * t ^ 2 = 0 := hcc
  constructor
  · intro h
    rw [transformed_hamiltonian] at h
    have h10 : conj b = conj b + (d - a) * t - b * t ^ 2 := h.apply 1 0
    rw [hamp] at h10
    rw [← Complex.conj_conj b, h10, map_zero]
  · intro hb
    rw [transformed_isHermitian_iff]
    rw [hb, map_zero] at hamp
    have hprod : t * ((d : ℂ) - a) = 0 := by linear_combination hamp
    rcases mul_eq_zero.mp hprod with h0 | h1
    · exact Or.inl h0
    · right
      rw [hb, zero_mul, h1]

end

end CoupledClusterNonHermitian
```

```lean
#print axioms CoupledClusterNonHermitian.transformed_isHermitian_iff
-- 'CoupledClusterNonHermitian.transformed_isHermitian_iff' depends on axioms: [propext, Classical.choice, Quot.sound]
#print axioms CoupledClusterNonHermitian.transformed_isSymm_iff_real
-- 'CoupledClusterNonHermitian.transformed_isSymm_iff_real' depends on axioms: [propext, Classical.choice, Quot.sound]
#print axioms CoupledClusterNonHermitian.finite_hermitian_amplitudes
-- 'CoupledClusterNonHermitian.finite_hermitian_amplitudes' depends on axioms: [propext, Classical.choice, Quot.sound]
#print axioms CoupledClusterNonHermitian.isHermitian_at_solution_iff
-- 'CoupledClusterNonHermitian.isHermitian_at_solution_iff' depends on axioms: [propext, Classical.choice, Quot.sound]
```

For a two-level system with nonzero coupling, then, a converged coupled-cluster amplitude always gives a non-Hermitian $\bar H$. An eigensolver written for Hermitian matrices is then unsuitable for $\bar H$, and the adjoint of a right eigenvector is in general not a left eigenvector. In the numerical example, the right eigenvector for the energy $-1$ is $(1, 0)$, while the left one is proportional to $(5, -2)$.
